# First-order change of the HOMO–LUMO gap with the fraction of exact exchange, at fixed operators

After a calculation with a local exchange potential, one can estimate how the HOMO–LUMO gap would respond to a small admixture of exact exchange without diagonalising again. Two expectation values are taken in the orbitals already at hand, and their difference is multiplied by the mixing fraction. For nondegenerate frontier levels, the estimate is correct to first order in a finite, non-self-consistent model, in which the exchange operator, the local potential and the rest of the Hamiltonian stay fixed while the fraction changes. In a self-consistent hybrid calculation the exchange operator, the local exchange potential and the Hartree and correlation potentials also respond to the orbitals. That response can change the gap already at first order, and it is absent here.

```lean
import Mathlib

open Matrix Filter Topology Asymptotics

namespace GeneralizedKohnShamGap

noncomputable section

variable {n : Type*} [Fintype n] [DecidableEq n]
```

## The mixed Hamiltonian

Let $H_0$ be the Hamiltonian with the full local exchange potential $v$, and let $K$ be the nonlocal exchange operator, with the sign it has in the Hamiltonian. Replacing a fraction $a$ of $v$ by $K$ gives

$$H(a) = H_0 + a\,(K - v).$$

Orbitals are real vectors indexed by a finite set `n`. The potential is a function `v : n → ℝ` that enters as a diagonal matrix, as on a real-space grid. In a general basis set, $v$ would not be diagonal. The theorems allow any real matrix $K$ and do not build it from occupied orbitals; in the examples below, the entries of $K$ and $v$ are chosen for illustration.

```lean
/-- The generalized Kohn-Sham Hamiltonian `H0 + a (K - v)`: a fraction `a` of the local
potential `v` is replaced by the nonlocal exchange operator `K`. -/
def gksHamiltonian (H0 K : Matrix n n ℝ) (v : n → ℝ) (a : ℝ) : Matrix n n ℝ :=
  H0 + a • (K - diagonal v)
```

The inner product is $\langle x, y\rangle = \sum_i x_i y_i$, written `x ⬝ᵥ y` in Lean, so the overlap matrix is the identity. The expectation value of an operator $A$ in a normalised orbital $x$ is $\langle x, A x\rangle$.

```lean
/-- The expectation value `⟨x, A x⟩` of an operator in a real orbital. -/
def expVal (A : Matrix n n ℝ) (x : n → ℝ) : ℝ := x ⬝ᵥ A *ᵥ x
```

For a lower orbital $u$ and an upper orbital $w$, the candidate for the slope of the gap is

$$D_x = \langle w, (K-v)\,w\rangle - \langle u, (K-v)\,u\rangle .$$

```lean
/-- The difference of the expectation values of `K - v` in the orbitals `w` and `u`. -/
def gapSlope (K : Matrix n n ℝ) (v u w : n → ℝ) : ℝ :=
  expVal (K - diagonal v) w - expVal (K - diagonal v) u
```

## Following an orbital as the fraction changes

An orbital $u(a)$ with energy $e(a)$ is followed through $a = 0$. Three things are required: $H(a)u(a) = e(a)u(a)$ for all $a$ near $0$, negative values included; $u(a)\to u(0)$ as $a \to 0$; and $\langle u(0),u(0)\rangle = 1$. Neither the orbital nor its energy is assumed to be differentiable, and normalisation is needed only at $a=0$. The existence of such a branch is a hypothesis. Physically, it says that the orbital keeps its identity when a little exact exchange is switched on. For a nondegenerate level of $H_0$ such a branch exists, once the sign and scale of the vector $u(a)$ are chosen continuously; that existence is not proved here.

```lean
/-- An orbital `u a` with energy `e a` that solves the eigenvalue equation of `H a` for all `a`
near `0`, is continuous at `a = 0` and is normalised there. -/
structure OrbitalBranch (H : ℝ → Matrix n n ℝ) (e : ℝ → ℝ) (u : ℝ → n → ℝ) : Prop where
  eigen : ∀ᶠ a in 𝓝 (0 : ℝ), H a *ᵥ u a = e a • u a
  cont : ContinuousAt u 0
  unit : u 0 ⬝ᵥ u 0 = 1
```

## An exact identity for the level shift

Let $H_0x = e_0x$ and $H(a)y = e\,y$. Projecting the second equation onto $x$ gives

$$\langle x,H_0y\rangle + a\,\langle x,(K-v)y\rangle = e\,\langle x,y\rangle .$$

Since $H_0$ is symmetric, it can act to the left: $\langle x,H_0y\rangle = \langle H_0x,y\rangle = e_0\langle x,y\rangle$. Subtracting this term leaves

$$(e-e_0)\,\langle x,y\rangle = a\,\langle x,(K-v)\,y\rangle ,$$

with no approximation in $a$. In the proof, `h1` is the action to the left, `h2` is the projected equation, and `linear_combination` subtracts them. Only $H_0$ has to be symmetric for this. The physical case, with $K$ and hence $H(a)$ symmetric, is included.

```lean
/-- The energy shift between an orbital `x` of a symmetric `H0` and an orbital `y` of the mixed
Hamiltonian, times their overlap, equals `a` times the matrix element of `K - v` between them. -/
theorem level_shift_identity {H0 K : Matrix n n ℝ} {v x y : n → ℝ} {e0 e a : ℝ}
    (hH : H0.IsSymm) (hx : H0 *ᵥ x = e0 • x) (hy : gksHamiltonian H0 K v a *ᵥ y = e • y) :
    (e - e0) * (x ⬝ᵥ y) = a * (x ⬝ᵥ (K - diagonal v) *ᵥ y) := by
  -- let the symmetric `H0` act to the left
  have h1 : x ⬝ᵥ H0 *ᵥ y = e0 * (x ⬝ᵥ y) := by
    rw [Matrix.dotProduct_mulVec, ← Matrix.mulVec_transpose, hH.eq, hx, smul_dotProduct,
      smul_eq_mul]
  -- project the eigenvalue equation of `y` onto `x`
  have h2 := congrArg (fun z => x ⬝ᵥ z) hy
  simp only [gksHamiltonian, Matrix.add_mulVec, Matrix.smul_mulVec, dotProduct_add,
    dotProduct_smul, smul_eq_mul] at h2
  linear_combination h1 - h2
```

## The slope of one orbital energy

Put $x=u(0)$ and $y=u(a)$ in the identity. By continuity the overlap $\langle u(0),u(a)\rangle$ tends to $\langle u(0),u(0)\rangle=1$, so it is nonzero for small $a$. For such $a\neq0$ one may divide:

$$\frac{e(a)-e(0)}{a} = \frac{\langle u(0),(K-v)\,u(a)\rangle}{\langle u(0),u(a)\rangle}
\;\longrightarrow\; \langle u(0),(K-v)\,u(0)\rangle .$$

This is the Hellmann–Feynman value of the derivative, and the limit also shows that the derivative exists. `HasDerivAt e d 0` means that $e$ is differentiable at $0$ with derivative $d$.

In the proof, `hov` is the limit of the overlap and `hq` the limit of the quotient on the right. The lemma `hasDerivAt_iff_tendsto_slope` turns the goal into a limit of difference quotients. The `filter_upwards` step then restricts to small nonzero $a$, where the two sides of the displayed equation agree.

```lean
/-- For symmetric `H0`, the energy of an orbital branch is differentiable at `a = 0`, and its
derivative is the expectation value of `K - v` in the orbital at `a = 0`. -/
theorem orbital_energy_hasDerivAt {H0 K : Matrix n n ℝ} {v : n → ℝ} {e : ℝ → ℝ}
    {u : ℝ → n → ℝ} (hH : H0.IsSymm) (h : OrbitalBranch (gksHamiltonian H0 K v) e u) :
    HasDerivAt e (expVal (K - diagonal v) (u 0)) 0 := by
  have h0 : H0 *ᵥ u 0 = e 0 • u 0 := by
    simpa [gksHamiltonian] using h.eigen.self_of_nhds
  -- the overlap with the initial orbital tends to one
  have hc : Continuous (fun y : n → ℝ => u 0 ⬝ᵥ y) :=
    continuous_const.dotProduct continuous_id
  have hov : Tendsto (fun a => u 0 ⬝ᵥ u a) (𝓝 0) (𝓝 1) := by
    have := (hc.tendsto (u 0)).comp h.cont
    rw [h.unit] at this
    exact this
  have hd : Continuous (fun y : n → ℝ => u 0 ⬝ᵥ (K - diagonal v) *ᵥ y) :=
    continuous_const.dotProduct (continuous_const.matrix_mulVec continuous_id)
  have hq := ((hd.tendsto (u 0)).comp h.cont).div hov one_ne_zero
  rw [div_one] at hq
  have hne : ∀ᶠ a in 𝓝 (0 : ℝ), u 0 ⬝ᵥ u a ≠ 0 := hov.eventually_ne one_ne_zero
  -- the difference quotient is the matrix element divided by the overlap
  rw [hasDerivAt_iff_tendsto_slope]
  refine (hq.mono_left nhdsWithin_le_nhds).congr' ?_
  filter_upwards [nhdsWithin_le_nhds h.eigen, nhdsWithin_le_nhds hne, self_mem_nhdsWithin]
    with a ha hn ha0
  have hid := level_shift_identity hH h0 ha
  have ha0' : a ≠ 0 := ha0
  change (u 0 ⬝ᵥ (K - diagonal v) *ᵥ u a) / (u 0 ⬝ᵥ u a) = slope e 0 a
  rw [slope_def_field, sub_zero, div_eq_div_iff hn ha0']
  linear_combination -hid
```

### A degenerate level without continuity

Continuity of the orbital matters when a level of $H_0$ is degenerate. Take

$$H_0=\mathrm{diag}(-1,0,0),\qquad K=\mathrm{diag}(-4,-1,-3),\qquad v=(-4,-2,-2),\qquad K-v=\mathrm{diag}(0,1,-1),$$

with unit vectors $\mathbf e_1,\mathbf e_2,\mathbf e_3$. Let the lower orbital be $\mathbf e_1$, with energy $-1$ for every $a$. Let the upper orbital be $\mathbf e_2$ for $a\neq0$ but $\mathbf e_3$ at $a=0$, with energy $a$. All eigenvalue equations hold and all orbitals are normalised, yet the upper orbital jumps at $a=0$. The difference of the two energies is $1+a$, with slope $1$, while the expectation values at $a=0$ give $D_x=-1$. A diagonalisation at $a=0$ can return either vector, or any mixture of them, so at a degenerate frontier level the expectation values in the returned orbitals may not give the slope. An orbital that continues continuously to $a\neq0$ gives the slope of its own level, but that level need not remain the frontier one. Here, with $\mathbf e_1$ occupied, the LUMO is $\mathbf e_3$ for small $a>0$ and $\mathbf e_2$ for small $a<0$, so the HOMO–LUMO gap is $1-|a|$ and has no derivative at $a=0$.

## A constant added to the local potential

A local potential is often fixed only up to a constant. Replacing $v$ by $v+c$ changes the exchange difference by a multiple of the identity:

$$K-(v+c) = (K-v) - c\,\mathbf 1 .$$

The proof compares matrix entries on and off the diagonal.

```lean
omit [Fintype n] in
/-- Adding a constant `c` to the local potential subtracts `c` times the identity from `K - v`. -/
theorem exchange_difference_shift (K : Matrix n n ℝ) (v : n → ℝ) (c : ℝ) :
    K - diagonal (fun i => v i + c) = (K - diagonal v) - c • (1 : Matrix n n ℝ) := by
  ext i j
  rcases eq_or_ne i j with rfl | hij
  · simp only [Matrix.sub_apply, Matrix.smul_apply, diagonal_apply_eq, one_apply_eq, smul_eq_mul]
    ring
  · simp [hij]
```

With $H_0$ held fixed, the mixed Hamiltonian therefore changes by $-ac\,\mathbf 1$. An eigenvector $y$ of $H(a)$ with energy $e$ stays an eigenvector, now with energy $e-ac$. All levels move together, so their differences stay the same. If the copy of $v$ inside $H_0$ is shifted as well, every level moves by $(1-a)c$ instead, and the differences are again unchanged.

```lean
/-- With `H0` held fixed, a constant shift `c` of `v` keeps every orbital of the mixed Hamiltonian
and lowers its energy by `a c`. -/
theorem orbital_of_shifted_potential {H0 K : Matrix n n ℝ} {v y : n → ℝ} {e a : ℝ} (c : ℝ)
    (hy : gksHamiltonian H0 K v a *ᵥ y = e • y) :
    gksHamiltonian H0 K (fun i => v i + c) a *ᵥ y = (e - a * c) • y := by
  have hs : gksHamiltonian H0 K (fun i => v i + c) a
      = gksHamiltonian H0 K v a - (a * c) • (1 : Matrix n n ℝ) := by
    unfold gksHamiltonian
    rw [exchange_difference_shift]
    module
  rw [hs, Matrix.sub_mulVec, hy, Matrix.smul_mulVec, Matrix.one_mulVec, sub_smul]
```

For a normalised orbital $x$, the expectation value changes accordingly:

$$\langle x,(K-v-c)\,x\rangle=\langle x,(K-v)\,x\rangle-c\,\langle x,x\rangle=\langle x,(K-v)\,x\rangle-c .$$

```lean
/-- In a normalised orbital, a constant shift `c` of the local potential lowers the expectation
value of `K - v` by `c`. -/
theorem expVal_shift (K : Matrix n n ℝ) (v : n → ℝ) (c : ℝ) {x : n → ℝ} (hx : x ⬝ᵥ x = 1) :
    expVal (K - diagonal (fun i => v i + c)) x = expVal (K - diagonal v) x - c := by
  unfold expVal
  rw [exchange_difference_shift, Matrix.sub_mulVec, Matrix.smul_mulVec, Matrix.one_mulVec,
    dotProduct_sub, dotProduct_smul, hx, smul_eq_mul, mul_one]
```

## The slope of the gap

Let $u(a)$ and $w(a)$ be two branches with energies $e_u(a)$ and $e_w(a)$. Subtracting their slopes gives

$$\frac{d}{da}\bigl(e_w-e_u\bigr)\Big|_{a=0}
=\langle w(0),(K-v)\,w(0)\rangle-\langle u(0),(K-v)\,u(0)\rangle=D_x ,$$

which is the same as

$$e_w(a)-e_u(a) = e_w(0)-e_u(0)+a\,D_x+o(a).$$

Under $v\to v+c$ both expectation values fall by $c$, and $D_x$ is unchanged.

The theorem states these three facts in this order. The expansion appears as a remainder that is `=o[𝓝 0]` of $a$, meaning that the remainder divided by $a$ tends to zero. No bound is given on its size at a finite fraction such as $a=1/4$. Occupations and level ordering do not enter either: the theorem holds for any two branches, and HOMO and LUMO are the intended reading.

The derivative comes from `orbital_energy_hasDerivAt`, applied to each branch. The expansion is the definition of that derivative rewritten, and the invariance follows from `expVal_shift`, where the normalisation at $a=0$ is used.

```lean
/-- For symmetric `H0`, the gap between two orbital branches, such as HOMO `u` and LUMO `w`, has
derivative `⟨w, (K - v) w⟩ - ⟨u, (K - v) u⟩` at `a = 0`; it is linear in `a` up to `o(a)`, and the
slope does not change when a constant is added to `v`. -/
theorem gap_first_order {H0 K : Matrix n n ℝ} {v : n → ℝ} {eu ew : ℝ → ℝ} {u w : ℝ → n → ℝ}
    (hH : H0.IsSymm) (hu : OrbitalBranch (gksHamiltonian H0 K v) eu u)
    (hw : OrbitalBranch (gksHamiltonian H0 K v) ew w) :
    HasDerivAt (fun a => ew a - eu a) (gapSlope K v (u 0) (w 0)) 0 ∧
    (fun a => (ew a - eu a) - (ew 0 - eu 0) - a * gapSlope K v (u 0) (w 0))
      =o[𝓝 0] (fun a : ℝ => a) ∧
    ∀ c : ℝ, gapSlope K (fun i => v i + c) (u 0) (w 0) = gapSlope K v (u 0) (w 0) := by
  have hd : HasDerivAt (fun a => ew a - eu a) (gapSlope K v (u 0) (w 0)) 0 :=
    (orbital_energy_hasDerivAt hH hw).fun_sub (orbital_energy_hasDerivAt hH hu)
  refine ⟨hd, ?_, fun c => ?_⟩
  · simpa only [sub_zero, smul_eq_mul] using hasDerivAt_iff_isLittleO.mp hd
  · unfold gapSlope
    rw [expVal_shift K v c hu.unit, expVal_shift K v c hw.unit]
    ring
```

## Aligning the potential at the HOMO

The free constant can be used to remove one of the two terms. For normalised $u$ and $w$, choose $c=\langle u,(K-v)\,u\rangle$. Then

$$\langle u,(K-v-c)\,u\rangle=0,\qquad D_x=\langle w,(K-v-c)\,w\rangle .$$

With the potential aligned in this way, exact and local exchange have the same expectation value in the HOMO, and the slope of the gap is read off from the LUMO alone.

```lean
/-- Let `u` and `w` be normalised. If `v` is shifted by `c = ⟨u, (K - v) u⟩`, then `K` and the
shifted potential have equal expectation values in `u`, and the gap slope is the expectation value
of their difference in `w` alone. -/
theorem gapSlope_of_aligned_potential (K : Matrix n n ℝ) (v : n → ℝ) {u w : n → ℝ}
    (hu : u ⬝ᵥ u = 1) (hw : w ⬝ᵥ w = 1) :
    expVal (K - diagonal (fun i => v i + expVal (K - diagonal v) u)) u = 0 ∧
    gapSlope K v u w = expVal (K - diagonal (fun i => v i + expVal (K - diagonal v) u)) w := by
  rw [expVal_shift K v _ hu, expVal_shift K v _ hw]
  exact ⟨sub_self _, rfl⟩
```

## A two-level model with rotating orbitals

A model with explicit orbitals shows that the assumptions can be met by orbitals that do change with $a$. Take

$$H_0=\begin{pmatrix}-1&0\\0&1\end{pmatrix},\quad
K=\begin{pmatrix}-2&1\\1&-1\end{pmatrix},\quad v=(-1,-2),\quad
H(a)=\begin{pmatrix}-(1+a)&a\\a&1+a\end{pmatrix}.$$

The energies are $\mp s(a)$ with $s(a)=\sqrt{(1+a)^2+a^2}$.

```lean
/-- The positive orbital energy `√((1 + a)² + a²)` of the two-level model. -/
def modelEnergy (a : ℝ) : ℝ := Real.sqrt ((1 + a) ^ 2 + a ^ 2)
```

A small lemma reduces a $2\times2$ eigenvalue equation to its two components.

```lean
private theorem eigen_two {p q r t x y e : ℝ} (h1 : p * x + q * y = e * x)
    (h2 : r * x + t * y = e * y) : !![p, q; r, t] *ᵥ ![x, y] = e • ![x, y] := by
  ext i
  fin_cases i
  · simpa [Matrix.mulVec, dotProduct, Fin.sum_univ_two] using h1
  · simpa [Matrix.mulVec, dotProduct, Fin.sum_univ_two] using h2
```

The code uses the eigenvectors

$$u(a)=\tfrac12\,(s+1+a,\,-a),\qquad w(a)=\tfrac12\,(a,\,s+1+a).$$

For the first component of $H(a)u(a)$, the relation $s^2=(1+a)^2+a^2$ gives

$$-\tfrac12\bigl[(1+a)(s+1+a)+a^2\bigr]=-\tfrac12\bigl[(1+a)s+s^2\bigr]=-s\cdot\tfrac12(s+1+a).$$

The second component is $\tfrac12\bigl[a(s+1+a)-(1+a)a\bigr]=\tfrac12as=-s\cdot(-\tfrac12a)$, and $w$ works the same way. Both vectors have squared norm $s(s+1+a)/2$, which is $1$ at $a=0$; dividing by its square root gives unit orbitals for every $a$. At $a=0$ they are $(1,0)$ and $(0,1)$, with expectation values of $K-v$ equal to $-1$ and $1$, so $D_x=2$. This agrees with the gap $2s(a)=2+2a+o(a)$.

In the proof, `hM` computes $H(a)$, `hs` supplies the relation for $s^2$, and the remaining steps check continuity, the norms at $a=0$ and the value of the slope.

```lean
/-- A two-level model with explicit orbitals that rotate with `a` has a symmetric `H0`, two
orbital branches with energies `∓√((1 + a)² + a²)`, and gap slope `2`. -/
theorem gap_first_order_witness :
    (!![-1, 0; 0, 1] : Matrix (Fin 2) (Fin 2) ℝ).IsSymm ∧
    OrbitalBranch (gksHamiltonian !![-1, 0; 0, 1] !![-2, 1; 1, -1] ![-1, -2])
      (fun a => -modelEnergy a) (fun a => ![(modelEnergy a + 1 + a) / 2, -a / 2]) ∧
    OrbitalBranch (gksHamiltonian !![-1, 0; 0, 1] !![-2, 1; 1, -1] ![-1, -2])
      modelEnergy (fun a => ![a / 2, (modelEnergy a + 1 + a) / 2]) ∧
    gapSlope !![-2, 1; 1, -1] ![-1, -2] ![1, 0] ![0, 1] = 2 := by
  have hs : ∀ a, modelEnergy a * modelEnergy a = (1 + a) ^ 2 + a ^ 2 :=
    fun a => Real.mul_self_sqrt (by positivity)
  have hs0 : modelEnergy 0 = 1 := by simp [modelEnergy]
  have hM : ∀ a : ℝ, gksHamiltonian !![-1, 0; 0, 1] !![-2, 1; 1, -1] ![-1, -2] a
      = !![-(1 + a), a; a, 1 + a] := by
    intro a
    ext i j
    fin_cases i <;> fin_cases j <;> norm_num [gksHamiltonian]
    ring
  have c1 : Continuous (fun a : ℝ => (modelEnergy a + 1 + a) / 2) := by
    unfold modelEnergy
    fun_prop
  refine ⟨?_, ⟨Eventually.of_forall fun a => ?_, ?_, ?_⟩,
    ⟨Eventually.of_forall fun a => ?_, ?_, ?_⟩, ?_⟩
  · ext i j
    fin_cases i <;> fin_cases j <;> simp
  · rw [hM]
    exact eigen_two (by linear_combination (1 / 2) * hs a) (by ring)
  · refine (continuous_pi fun i => ?_).continuousAt
    fin_cases i
    · exact c1
    · exact (show Continuous fun a : ℝ => -a / 2 by fun_prop)
  · norm_num [dotProduct, Fin.sum_univ_two, hs0]
  · rw [hM]
    exact eigen_two (by ring) (by linear_combination (-1 / 2) * hs a)
  · refine (continuous_pi fun i => ?_).continuousAt
    fin_cases i
    · exact (show Continuous fun a : ℝ => a / 2 by fun_prop)
    · exact c1
  · norm_num [dotProduct, Fin.sum_univ_two, hs0]
  · norm_num [gapSlope, expVal, Matrix.mulVec, dotProduct, Fin.sum_univ_two,
      Matrix.diagonal_apply]

end

end GeneralizedKohnShamGap
```

```lean
#print axioms GeneralizedKohnShamGap.orbital_of_shifted_potential
#print axioms GeneralizedKohnShamGap.gap_first_order
#print axioms GeneralizedKohnShamGap.gapSlope_of_aligned_potential
```

```
'GeneralizedKohnShamGap.orbital_of_shifted_potential' depends on axioms: [propext, Classical.choice, Quot.sound]
'GeneralizedKohnShamGap.gap_first_order' depends on axioms: [propext, Classical.choice, Quot.sound]
'GeneralizedKohnShamGap.gapSlope_of_aligned_potential' depends on axioms: [propext, Classical.choice, Quot.sound]
```
